# Koopmans' theorem for frozen orbitals without self-interaction

A photon knocks an electron out of a molecule, and the measured energies tell us what the removal cost. A Hartree–Fock calculation on the intact molecule already supplies a list of orbital energies, and minus the energy of an occupied orbital serves as an estimate of that cost. Yet an orbital energy belongs to one electron in the field of the others, whereas the cost is a difference between two total energies. When do the two agree?

If molecule and ion are each described by a single determinant, the orbitals stay frozen during the removal, the interaction is pairwise and symmetric, and no electron interacts with itself, then the cost is exactly minus the orbital energy. Under the same conditions a similar result holds for the attachment of an electron. Both results follow from a formula for the energy difference of any two determinants built from the same orbitals.

## Energies of occupied sets

```lean
import Mathlib

open Finset

namespace KoopmansTheorem

noncomputable section

variable {ι : Type*}
```

The type `ι` is the set of labels for the spin orbitals. Nothing is assumed about it yet; the third definition, which sums over all orbitals, and all the theorems take it to be finite. The labels carry no wavefunctions, so everything physical must enter through numbers attached to them.

```lean
/-- Energy of the determinant with occupied spin orbitals `O`: one-electron terms plus half the sum
of `w p q` over all ordered pairs from `O`, including `p = q`. -/
def energy (h : ι → ℝ) (w : ι → ι → ℝ) (O : Finset ι) : ℝ :=
  ∑ p ∈ O, h p + 1 / 2 * ∑ p ∈ O, ∑ q ∈ O, w p q
```

The spin orbitals are understood to be orthonormal, and a determinant is represented by its finite set \(O\) of occupied ones, of type `Finset ι`. Its energy is

\[
E(O)=\sum_{p\in O}h_p+\tfrac12\sum_{p\in O}\sum_{q\in O}w_{pq}.
\]

The function `h` gives each orbital a real one-electron energy \(h_p\), kinetic plus nuclear attraction. The function `w` takes two labels and returns a real number \(w_{pq}\), which in Hartree–Fock theory is the Coulomb integral minus the exchange integral, \(J_{pq}-K_{pq}\). The factor \(\tfrac12\) corrects for counting each pair in both orders.

```lean
/-- Orbital energy of `p` in the mean field of the occupied set `O`. -/
def orbitalEnergy (h : ι → ℝ) (w : ι → ι → ℝ) (O : Finset ι) (p : ι) : ℝ :=
  h p + ∑ q ∈ O, w p q
```

The orbital energy is

\[
e_p=h_p+\sum_{q\in O}w_{pq},
\]

the diagonal element of the Fock operator built from \(O\). For the canonical orbitals of a converged closed-shell or unrestricted Hartree–Fock calculation, it is the eigenvalue that a program prints. The definition applies to occupied and empty orbitals alike, and `O` is an argument because the mean field depends on who is occupying what.

```lean
/-- The energy as a functional of arbitrary real occupation numbers `n`. -/
def occEnergy [Fintype ι] (h : ι → ℝ) (w : ι → ι → ℝ) (n : ι → ℝ) : ℝ :=
  ∑ p, n p * h p + 1 / 2 * ∑ p, ∑ q, n p * n q * w p q
```

Here the occupied set is replaced by real occupation numbers \(n_p\):

\[
F(n)=\sum_p n_ph_p+\tfrac12\sum_{p,q}n_pn_qw_{pq}.
\]

This is an ordinary quadratic polynomial, which is easier to expand than a sum over a changing set.

```lean
/-- Occupation number of `p` in the determinant `O`: one if occupied, zero if empty. -/
def occ [DecidableEq ι] (O : Finset ι) (p : ι) : ℝ := if p ∈ O then 1 else 0
```

The occupation number of \(p\) in \(O\) is 1 if \(p\) is occupied and 0 if it is empty.

```lean
/-- Change of the occupation number of `p` on going from `O` to `O'`. -/
def occChange [DecidableEq ι] (O O' : Finset ι) (p : ι) : ℝ := occ O' p - occ O p
```

The occupation change is \(d_p=n'_p-n_p\), where \(n\) and \(n'\) are the occupations of \(O\) and \(O'\). It equals \(-1\) where an electron leaves, \(+1\) where one arrives, and 0 elsewhere.

## The exact second-order expansion

```lean
/-- The energy functional has an exact second-order expansion about any reference
occupation `n`, with the mean-field orbital energies as first-order coefficients. -/
theorem occEnergy_sub [Fintype ι] (h : ι → ℝ) {w : ι → ι → ℝ}
    (hw : ∀ p q, w p q = w q p) (n n' : ι → ℝ) :
    occEnergy h w n' - occEnergy h w n =
      ∑ p, (n' p - n p) * (h p + ∑ q, n q * w p q)
        + 1 / 2 * ∑ p, ∑ q, (n' p - n p) * (n' q - n q) * w p q := by
  -- the two cross terms agree because the interaction is symmetric
  have hS : ∑ p, ∑ q, n p * n' q * w p q = ∑ p, ∑ q, n' p * n q * w p q := by
    rw [Finset.sum_comm]
    refine Finset.sum_congr rfl fun p _ => Finset.sum_congr rfl fun q _ => ?_
    rw [hw q p]
    ring
  -- first-order term
  have h1 : ∑ p, (n' p - n p) * (h p + ∑ q, n q * w p q) =
      ∑ p, n' p * h p - ∑ p, n p * h p + ∑ p, ∑ q, n' p * n q * w p q
        - ∑ p, ∑ q, n p * n q * w p q := by
    rw [← Finset.sum_sub_distrib, ← Finset.sum_add_distrib, ← Finset.sum_sub_distrib]
    refine Finset.sum_congr rfl fun p _ => ?_
    have hc : ∀ c : ℝ, ∑ q, c * n q * w p q = c * ∑ q, n q * w p q := by
      intro c
      rw [Finset.mul_sum]
      exact Finset.sum_congr rfl fun q _ => mul_assoc _ _ _
    rw [hc (n' p), hc (n p)]
    ring
  -- second-order term
  have h2 : ∑ p, ∑ q, (n' p - n p) * (n' q - n q) * w p q =
      ∑ p, ∑ q, n' p * n' q * w p q - ∑ p, ∑ q, n' p * n q * w p q
        - ∑ p, ∑ q, n p * n' q * w p q + ∑ p, ∑ q, n p * n q * w p q := by
    simp only [← Finset.sum_sub_distrib, ← Finset.sum_add_distrib]
    exact Finset.sum_congr rfl fun p _ => Finset.sum_congr rfl fun q _ => by ring
  unfold occEnergy
  rw [h1, h2]
  linear_combination (1 / 2 : ℝ) * hS
```

In a Lean theorem the hypotheses stand before the final colon and the conclusion after it. The hypothesis `hw` says \(w_{pq}=w_{qp}\): the interaction of a pair does not depend on which electron is named first. For any real occupations \(n\) and \(n'\), with \(d=n'-n\), the conclusion is

\[
F(n')-F(n)=\sum_p d_p\Big(h_p+\sum_q n_qw_{pq}\Big)+\tfrac12\sum_{p,q}d_pd_qw_{pq}.
\]

To derive it, insert \(n'=n+d\). The one-electron part changes by \(\sum_p d_ph_p\). In the pair part,

\[
n'_pn'_q-n_pn_q=d_pn_q+n_pd_q+d_pd_q .
\]

Exchanging the names of the summation indices and using symmetry gives

\[
\sum_{p,q}n_pd_qw_{pq}=\sum_{p,q}d_pn_qw_{pq}.
\]

The two cross terms are equal, so half their sum is one of them, and the formula follows. There is no remainder, because the functional is quadratic.

Lean organises the same algebra around products of \(n\) and \(n'\). The step `hS` proves that the two mixed sums agree, `h1` multiplies out the first-order term, and `h2` multiplies out the second-order term. After substitution, the two sides differ by half the difference of the mixed sums, which `linear_combination` removes using `hS`.

## From occupation numbers to determinants

```lean
variable [DecidableEq ι] [Fintype ι]

/-- Weighting by the occupation numbers of `O` restricts a sum to the occupied orbitals. -/
theorem sum_occ (O : Finset ι) (f : ι → ℝ) : ∑ p, occ O p * f p = ∑ p ∈ O, f p := by
  simp [occ, ite_mul, Finset.sum_ite_mem]
```

Weighting a sum by zeros and ones keeps only the occupied orbitals: \(\sum_p n_pf_p=\sum_{p\in O}f_p\). The simplifier `simp` proves this from the definition of the occupation number.

```lean
/-- Weighting by two occupation numbers restricts a pair sum to occupied pairs. -/
theorem sum_occ_pair (O : Finset ι) (w : ι → ι → ℝ) :
    ∑ p, ∑ q, occ O p * occ O q * w p q = ∑ p ∈ O, ∑ q ∈ O, w p q := by
  simp only [mul_assoc, ← Finset.mul_sum, sum_occ]
```

The same holds for pairs:

\[
\sum_{p,q}n_pn_qw_{pq}=\sum_{p\in O}\sum_{q\in O}w_{pq}.
\]

The proof pulls \(n_p\) out of the inner sum and applies the previous result to each sum in turn.

```lean
/-- The energy difference of any two determinants is the occupation change weighted by
the orbital energies of the first, plus half the pair interaction of the changes. -/
theorem energy_change (h : ι → ℝ) {w : ι → ι → ℝ} (hw : ∀ p q, w p q = w q p)
    (O O' : Finset ι) :
    energy h w O' - energy h w O =
      ∑ p, occChange O O' p * orbitalEnergy h w O p
        + 1 / 2 * ∑ p, ∑ q, occChange O O' p * occChange O O' q * w p q := by
  have hE : ∀ S : Finset ι, energy h w S = occEnergy h w (occ S) := by
    intro S
    unfold energy occEnergy
    rw [sum_occ, sum_occ_pair]
  rw [hE, hE, occEnergy_sub h hw]
  simp only [sum_occ, occChange, orbitalEnergy]
```

This is the general energy-difference formula:

\[
E(O')-E(O)=\sum_p d_pe_p+\tfrac12\sum_{p,q}d_pd_qw_{pq}.
\]

The orbital energies are those of the starting determinant \(O\). The sets may differ by any number of electrons, and self-interaction is still allowed. The symmetry \(w_{pq}=w_{qp}\) remains a hypothesis, here and in the removal and attachment formulas below.

By hand, first write \(E(O)=F(n)\) and \(E(O')=F(n')\), which is the step `hE`. Then apply the quadratic expansion. Its first-order coefficient is \(h_p+\sum_q n_qw_{pq}\), and with zero-or-one occupations this is \(h_p+\sum_{q\in O}w_{pq}=e_p\).

## Removing and attaching groups of electrons

```lean
/-- Removing a set `R` of electrons from frozen orbitals costs minus the sum of their orbital
energies plus half the sum of `w p q` over all ordered pairs from `R`, including `p = q`. -/
theorem energy_remove (h : ι → ℝ) {w : ι → ι → ℝ} (hw : ∀ p q, w p q = w q p)
    {O R : Finset ι} (hR : R ⊆ O) :
    energy h w (O \ R) - energy h w O =
      -∑ p ∈ R, orbitalEnergy h w O p + 1 / 2 * ∑ p ∈ R, ∑ q ∈ R, w p q := by
  -- the occupation drops by one exactly on `R`
  have hd : ∀ p, occChange O (O \ R) p = -occ R p := by
    intro p
    by_cases hp : p ∈ R
    · have hO := hR hp
      simp [occChange, occ, hp, hO]
    · by_cases hO : p ∈ O <;> simp [occChange, occ, hp, hO]
  rw [energy_change h hw]
  simp only [hd, neg_mul, mul_neg, neg_neg, Finset.sum_neg_distrib, sum_occ, sum_occ_pair]
```

The notation `O \ R` means \(O\) with the members of \(R\) taken out, and `hR` requires all of them to be occupied. Then \(d_p=-1\) on \(R\) and 0 elsewhere. The first-order term changes sign, while the two signs in the pair term cancel:

\[
E(O\setminus R)-E(O)=-\sum_{p\in R}e_p+\tfrac12\sum_{p\in R}\sum_{q\in R}w_{pq}.
\]

The step `hd` checks the value of \(d_p\) by cases, according to whether \(p\) lies in \(R\) and in \(O\). The remaining lines insert it into the general formula.

```lean
/-- Attaching electrons in a set `A` of empty frozen orbitals changes the energy by the sum of their
orbital energies plus half the sum of `w p q` over all ordered pairs from `A`, including `p = q`. -/
theorem energy_attach (h : ι → ℝ) {w : ι → ι → ℝ} (hw : ∀ p q, w p q = w q p)
    {O A : Finset ι} (hA : ∀ p ∈ A, p ∉ O) :
    energy h w (O ∪ A) - energy h w O =
      ∑ p ∈ A, orbitalEnergy h w O p + 1 / 2 * ∑ p ∈ A, ∑ q ∈ A, w p q := by
  -- the occupation rises by one exactly on `A`
  have hd : ∀ p, occChange O (O ∪ A) p = occ A p := by
    intro p
    by_cases hp : p ∈ A
    · have hO := hA p hp
      simp [occChange, occ, hp, hO]
    · by_cases hO : p ∈ O <;> simp [occChange, occ, hp, hO]
  rw [energy_change h hw]
  simp only [hd, sum_occ, sum_occ_pair]
```

For attachment, `hA` requires every orbital in \(A\) to be empty at the start. Now \(d_p=+1\) on \(A\) and 0 elsewhere, so

\[
E(O\cup A)-E(O)=\sum_{p\in A}e_p+\tfrac12\sum_{p\in A}\sum_{q\in A}w_{pq}.
\]

The pair term is needed because each \(e_p\) describes an electron in the field of \(O\) alone, so the new electrons have not yet been allowed to interact with one another.

## One electron at a time

```lean
/-- Koopmans' theorem: without self-interaction, removing an electron from the occupied
orbital `i` costs `-e_i`, and attaching one in the empty orbital `a` changes the energy
by `e_a`. -/
theorem koopmans (h : ι → ℝ) {w : ι → ι → ℝ} (hw : ∀ p q, w p q = w q p)
    (hself : ∀ p, w p p = 0) (O : Finset ι) :
    (∀ i ∈ O, energy h w (O.erase i) - energy h w O = -orbitalEnergy h w O i) ∧
    (∀ a, a ∉ O → energy h w (insert a O) - energy h w O = orbitalEnergy h w O a) := by
  constructor
  · intro i hi
    have key := energy_remove h hw (Finset.singleton_subset_iff.2 hi)
    simp only [Finset.sum_singleton, hself] at key
    rw [Finset.erase_eq]
    linarith
  · intro a ha
    have hA : ∀ p ∈ ({a} : Finset ι), p ∉ O := by
      intro p hp
      rw [Finset.mem_singleton.1 hp]
      exact ha
    have key := energy_attach h hw hA
    have hset : insert a O = O ∪ {a} := by
      ext x
      simp only [Finset.mem_insert, Finset.mem_union, Finset.mem_singleton]
      tauto
    simp only [Finset.sum_singleton, hself] at key
    rw [hset]
    linarith
```

Symmetry is still assumed, and the new hypothesis `hself` says \(w_{pp}=0\). In Hartree–Fock theory this is the cancellation \(J_{pp}=K_{pp}\), by which an electron does not repel itself. The conclusion has two parts joined by `∧`, "and":

\[
E(O\setminus\{i\})-E(O)=-e_i\quad(i\in O),
\]
\[
E(O\cup\{a\})-E(O)=e_a\quad(a\notin O).
\]

Take \(R=\{i\}\) in the removal formula. The pair term is \(\tfrac12w_{ii}=0\), leaving \(-e_i\). Taking \(A=\{a\}\) in the attachment formula gives \(e_a+\tfrac12w_{aa}=e_a\). Lean writes the new sets as `O.erase i` and `insert a O`, so the proof first identifies them with the set difference and the union, then finishes with `linarith`, which handles linear arithmetic. With the usual sign convention, the ionization energy is \(-e_i\) and the electron affinity is \(-e_a\).

No variational condition enters. The theorem does not ask whether the orbitals solve the Hartree–Fock equations, and so it does not address the property that singles out canonical orbitals, namely that they make the frozen-orbital energy of the ion stationary when the occupied orbitals are mixed. Relaxation of the orbitals after ionization and electron correlation are absent from the model.

```lean
/-- For a symmetric interaction, the removal energy of an occupied orbital `i` equals
`-e_i` exactly when the self-interaction of `i` vanishes. -/
theorem koopmans_removal_iff (h : ι → ℝ) {w : ι → ι → ℝ} (hw : ∀ p q, w p q = w q p)
    {O : Finset ι} {i : ι} (hi : i ∈ O) :
    energy h w (O.erase i) - energy h w O = -orbitalEnergy h w O i ↔ w i i = 0 := by
  have key := energy_remove h hw (Finset.singleton_subset_iff.2 hi)
  simp only [Finset.sum_singleton] at key
  rw [Finset.erase_eq]
  constructor <;> intro H <;> linarith
```

Here `hself` is not assumed. The removal formula for a single orbital reads

\[
E(O\setminus\{i\})-E(O)=-e_i+\tfrac12w_{ii},
\]

so the difference equals \(-e_i\) exactly when \(w_{ii}=0\). The symbol `↔` means "if and only if", and `constructor` splits the proof into the two directions. With a Hartree energy that keeps the self-repulsion, \(w_{ii}=J_{ii}\), the removal energy therefore exceeds \(-e_i\) by \(\tfrac12J_{ii}\).

```lean
/-- Removing two electrons from distinct occupied orbitals `i` and `j` costs
`-e_i - e_j + w_ij`. -/
theorem double_ionization (h : ι → ℝ) {w : ι → ι → ℝ} (hw : ∀ p q, w p q = w q p)
    (hself : ∀ p, w p p = 0) {O : Finset ι} {i j : ι} (hi : i ∈ O) (hj : j ∈ O)
    (hij : i ≠ j) :
    energy h w (O \ {i, j}) - energy h w O =
      -orbitalEnergy h w O i - orbitalEnergy h w O j + w i j := by
  have hR : ({i, j} : Finset ι) ⊆ O := by
    intro p hp
    rcases Finset.mem_insert.1 hp with rfl | hp
    · exact hi
    · rw [Finset.mem_singleton.1 hp]
      exact hj
  have key := energy_remove h hw hR
  simp only [Finset.sum_pair hij, hself] at key
  -- both orderings of the pair contribute equally
  have hs := hw j i
  linarith

end

end KoopmansTheorem
```

For two distinct occupied orbitals, take \(R=\{i,j\}\). The pair term is

\[
\tfrac12(w_{ii}+w_{ij}+w_{ji}+w_{jj})=w_{ij},
\]

by zero self-interaction and symmetry. Hence

\[
E(O\setminus\{i,j\})-E(O)=-e_i-e_j+w_{ij}.
\]

Both \(e_i\) and \(e_j\) contain the interaction between the two electrons. Subtracting both orbital energies removes it twice, and the last term puts it back once. If \(w_{ij}>0\), removing both electrons costs more than the sum of the two separate removals. In the code, `hR` confirms that both orbitals belong to \(O\), and `hs` supplies the symmetry for this pair.

```lean
#print axioms KoopmansTheorem.koopmans
#print axioms KoopmansTheorem.koopmans_removal_iff
#print axioms KoopmansTheorem.double_ionization
```

```
'KoopmansTheorem.koopmans' depends on axioms: [propext, Classical.choice, Quot.sound]
'KoopmansTheorem.koopmans_removal_iff' depends on axioms: [propext, Classical.choice, Quot.sound]
'KoopmansTheorem.double_ionization' depends on axioms: [propext, Classical.choice, Quot.sound]
```

## Frozen and relaxed ions in a calculation

After a Hartree–Fock run on the neutral molecule, one can delete a single occupied spin orbital from the density matrix of its spin and evaluate the energy once from the separate spin-up and spin-down densities, without further iteration. In the same basis and with the same integrals, the change should equal \(-e_i\) up to numerical error, which makes it a useful check on the Fock matrix and the energy routine. The closed-shell energy formula would not do here: applied to the reduced total density, it leaves a spurious self-interaction of \(\tfrac14J_{ii}\). If the ion is instead iterated to self-consistency, as in a ΔSCF calculation, its orbitals can change, and the energy difference then includes relaxation, which this frozen-orbital model leaves out.

## Starting from two-electron integrals

The model takes \(w\) as given and assumes its symmetry and its zero diagonal. A more detailed model would start from the two-electron integrals and define \(w_{pq}=J_{pq}-K_{pq}\). Both properties would then be derived, the second from \(J_{pp}=K_{pp}\). Going back further, to antisymmetric wavefunctions and a Hamiltonian, would turn the energy expression itself into something to prove. The present choice leaves that work out and, in return, also applies to pairwise energies that do not come from Hartree–Fock theory.
